# Photon antibunching of a resonantly driven two-level emitter

A formal statement about the intensity correlation $g^{(2)}(t)$ must first decide what that function is. Here it is not built from field operators. A detected photon leaves the emitter in its ground state, and $g^{(2)}(t)$ is taken to be the excited population after a delay $t$, divided by its stationary value; this quantum-regression step is assumed as a definition. The population is that of any solution of the Bloch equations starting from the ground state, so the closed form has to be proved. The result describes resonance fluorescence of one two-level emitter under an exactly resonant classical drive whose Rabi frequency exceeds a quarter of the decay rate (the underdamped regime), in the rotating-wave approximation, with Markovian decay and no pure dephasing.

```lean
import Mathlib

open Real Set Filter Topology

namespace ResonanceFluorescence

noncomputable section
```

Mathlib is loaded, and names such as `exp`, `π` and `Ici` become available unprefixed.

```lean
/-- Resonant optical Bloch equations on `t ≥ 0` for the excited population `p` and the
coherence `y`, with decay rate `G` and Rabi frequency `W`. -/
structure IsBlochSolution (G W : ℝ) (p y : ℝ → ℝ) : Prop where
  dp : ∀ t, 0 ≤ t → HasDerivWithinAt p (-G * p t + W * y t) (Ici 0) t
  dy : ∀ t, 0 ≤ t → HasDerivWithinAt y (-G * y t / 2 + W * (1 - 2 * p t) / 2) (Ici 0) t
```

A `structure` ending in `Prop` bundles conditions. With decay rate $G$, Rabi frequency $W$, density matrix $\rho$ on ground state $g$ and excited state $e$, taken in the frame rotating at the drive frequency, and drive $H=\tfrac{\hbar W}{2}(|e\rangle\langle g|+|g\rangle\langle e|)$, put $p=\rho_{ee}$ and $y=\operatorname{Im}\rho_{ge}$. Then
$$p'=-Gp+Wy,\qquad y'=-\tfrac G2y+\tfrac W2(1-2p).$$
`Ici 0` is $[0,\infty)$, so `HasDerivWithinAt` means a right derivative at $t=0$ and an ordinary one afterwards.

```lean
/-- Intensity correlation at delay `t`: the population `p t` times `(G² + 2W²)/W²`. -/
def corr (G W : ℝ) (p : ℝ → ℝ) (t : ℝ) : ℝ := p t * (G ^ 2 + 2 * W ^ 2) / W ^ 2
```

Setting $p'=y'=0$ gives $y=Gp/W$, then $G^2p=W^2(1-2p)$, so $p=W^2/D$ with $D=G^2+2W^2$. `corr` is $pD/W^2$; it is the intensity correlation when $p$ belongs to a Bloch solution that starts from the ground state, which the theorems about it assume.

```lean
/-- The damped Rabi frequency `m = √(W² - G²/16)`. -/
def freq (G W : ℝ) : ℝ := sqrt (W ^ 2 - G ^ 2 / 16)
```

Eliminating $y$ through $Wy=p'+Gp$ gives $p''+2ap'+Kp=W^2/2$ with $a=3G/4$ and $K=G^2/2+W^2=D/2$. The characteristic roots are $-a\pm im$ with $m^2=K-a^2=W^2-G^2/16$; `freq` is $m$ for $|W|\ge G/4$, while below that Lean's square root of a negative number returns $0$.

```lean
/-- The closed form `1 - exp(-3Gt/4) (cos mt + (3G/4m) sin mt)`. -/
def g2Form (G W t : ℝ) : ℝ :=
  1 - exp (-(3 * G / 4) * t) *
    (cos (freq G W * t) + 3 * G / (4 * freq G W) * sin (freq G W * t))
```

The normalised population obeys $f''+2af'+Kf=K$ with $f(0)=f'(0)=0$. Writing $f=1-e^{-at}(A\cos mt+B\sin mt)$, the conditions give $A=1$ and $aA-mB=0$. `g2Form` is this $f$.

```lean
/-- The damped oscillation `exp(-3Gt/4) ((G²/2 + W²)/m) sin mt`. -/
def g2Rate (G W t : ℝ) : ℝ :=
  exp (-(3 * G / 4) * t) * ((G ^ 2 / 2 + W ^ 2) / freq G W * sin (freq G W * t))
```

`g2Rate` is $r=e^{-at}(K/m)\sin mt$, the candidate for $f'$.

```lean
/-- The population `W²/(G² + 2W²)` times the closed form. -/
def popSol (G W t : ℝ) : ℝ := W ^ 2 / (G ^ 2 + 2 * W ^ 2) * g2Form G W t
```

The candidate population is $P=W^2f/D$.

```lean
/-- The coherence `W/(G² + 2W²)` times `g2Rate + G g2Form`. -/
def cohSol (G W t : ℝ) : ℝ := W / (G ^ 2 + 2 * W ^ 2) * (g2Rate G W t + G * g2Form G W t)
```

The candidate coherence is $Y=(P'+GP)/W=W(r+Gf)/D$.

```lean
/-- For `W > G/4 > 0` the damped Rabi frequency is positive and `m² = W² - G²/16`. -/
theorem freq_spec {G W : ℝ} (hG : 0 < G) (hW : G / 4 < W) :
    0 < freq G W ∧ freq G W ^ 2 = W ^ 2 - G ^ 2 / 16 := by
  have h : 0 < W ^ 2 - G ^ 2 / 16 := by
    nlinarith [mul_pos (by linarith : 0 < W - G / 4) (by linarith : 0 < W + G / 4)]
  exact ⟨Real.sqrt_pos.2 h, Real.sq_sqrt h.le⟩
```

Hypotheses stand before the colon, the claim after it, and `∧` is "and". For $W>G/4>0$ the radicand $(W-G/4)(W+G/4)$ is positive, which `nlinarith` confirms; hence $m>0$ and $m^2=W^2-G^2/16$. Critical and overdamped driving, $|W|\le G/4$, and also negative $W$, are excluded from every theorem below except `bloch_contraction`.

```lean
/-- For `G ≥ 0` the squared distance between two solutions in the `(p, y)` plane never
exceeds its initial value. -/
theorem bloch_contraction {G W : ℝ} (hG : 0 ≤ G) {p y q z : ℝ → ℝ}
    (hp : IsBlochSolution G W p y) (hq : IsBlochSolution G W q z) {t : ℝ} (ht : 0 ≤ t) :
    (p t - q t) ^ 2 + (y t - z t) ^ 2 ≤ (p 0 - q 0) ^ 2 + (y 0 - z 0) ^ 2 := by
  -- the drive terms cancel in the derivative, only damping is left
  have hd : ∀ s, 0 ≤ s → HasDerivWithinAt
      (fun s => (p s - q s) * (p s - q s) + (y s - z s) * (y s - z s))
      (-2 * G * (p s - q s) ^ 2 - G * (y s - z s) ^ 2) (Ici 0) s := by
    intro s hs
    have h1 := (hp.dp s hs).fun_sub (hq.dp s hs)
    have h2 := (hp.dy s hs).fun_sub (hq.dy s hs)
    exact ((h1.fun_mul h1).fun_add (h2.fun_mul h2)).congr_deriv (by ring)
  have hb : ∀ s, -2 * G * (p s - q s) ^ 2 - G * (y s - z s) ^ 2 ≤ 0 := fun s => by
    nlinarith [mul_nonneg hG (sq_nonneg (p s - q s)), mul_nonneg hG (sq_nonneg (y s - z s))]
  have key := image_le_of_deriv_right_le_deriv_boundary
    (f := fun s => (p s - q s) * (p s - q s) + (y s - z s) * (y s - z s))
    (f' := fun s => -2 * G * (p s - q s) ^ 2 - G * (y s - z s) ^ 2) (a := 0) (b := t)
    (fun x hx => ((hd x hx.1).continuousWithinAt).mono Icc_subset_Ici_self)
    (fun x hx => (hd x hx.1).mono (Ici_subset_Ici.2 hx.1))
    (B := fun _ => (p 0 - q 0) * (p 0 - q 0) + (y 0 - z 0) * (y 0 - z 0))
    (B' := fun _ => 0) le_rfl continuousOn_const
    (fun x _ => hasDerivWithinAt_const _ _ _) (fun x _ => hb x) ⟨ht, le_rfl⟩
  simp only [sq]
  exact key
```

For two solutions $(p,y)$ and $(q,z)$ put $u=p-q$, $v=y-z$. Then $u'=-Gu+Wv$, $v'=-Gv/2-Wu$, and
$$(u^2+v^2)'=-2Gu^2+2Wuv-Gv^2-2Wuv=-2Gu^2-Gv^2\le0 .$$
`hd` is this product rule, with `ring` cancelling the drive terms, and `hb` is the sign. The lemma in `key` compares $u^2+v^2$ with the constant function `B` equal to its initial value. Only $G\ge0$ is needed, and $W$ is arbitrary.

```lean
/-- For `W > G/4 > 0` the closed form `g = g2Form` has derivative `r = g2Rate`, and
`r' = -(3G/2) r + (G²/2 + W²)(1 - g)`. -/
theorem g2Form_deriv {G W : ℝ} (hG : 0 < G) (hW : G / 4 < W) (t : ℝ) :
    HasDerivAt (g2Form G W) (g2Rate G W t) t ∧
    HasDerivAt (g2Rate G W)
      (-(3 * G / 2) * g2Rate G W t + (G ^ 2 / 2 + W ^ 2) * (1 - g2Form G W t)) t := by
  obtain ⟨hm, hm2⟩ := freq_spec hG hW
  have hl : ∀ c : ℝ, HasDerivAt (fun s => c * s) c t := fun c => by
    simpa using (hasDerivAt_id t).const_mul c
  have hE := (hl (-(3 * G / 4))).exp
  have hc := (hl (freq G W)).cos
  have hs := (hl (freq G W)).sin
  have h1 : 3 * G / (4 * freq G W) * freq G W = 3 * G / 4 := by field_simp
  have h2 : (G ^ 2 / 2 + W ^ 2) / freq G W
      = 3 * G / 4 * (3 * G / (4 * freq G W)) + freq G W := by
    rw [div_eq_iff hm.ne']
    linear_combination (-(3 * G / 4)) * h1 - hm2
  have h3 : (G ^ 2 / 2 + W ^ 2) / freq G W * freq G W = G ^ 2 / 2 + W ^ 2 :=
    div_mul_cancel₀ _ hm.ne'
  constructor
  · refine ((hE.fun_mul (hc.fun_add (hs.const_mul
      (3 * G / (4 * freq G W))))).const_sub 1).congr_deriv ?_
    unfold g2Rate
    linear_combination (-(exp (-(3 * G / 4) * t) * cos (freq G W * t))) * h1
      - (exp (-(3 * G / 4) * t) * sin (freq G W * t)) * h2
  · refine (hE.fun_mul (hs.const_mul ((G ^ 2 / 2 + W ^ 2) / freq G W))).congr_deriv ?_
    unfold g2Rate g2Form
    linear_combination (exp (-(3 * G / 4) * t) *
        (cos (freq G W * t) + sin (freq G W * t) * (3 * G / (4 * freq G W)))) * h3
      - (exp (-(3 * G / 4) * t) * sin (freq G W * t) * ((G ^ 2 / 2 + W ^ 2) / freq G W)) * h1
```

By hand,
$$f'=e^{-at}\Big[a\cos mt+\tfrac{a^2}{m}\sin mt+m\sin mt-a\cos mt\Big]=e^{-at}\,\frac{a^2+m^2}{m}\sin mt=r .$$
Next $r'=-ar+Ke^{-at}\cos mt$, and $K(1-f)=Ke^{-at}\cos mt+ar$, so $r'=-2ar+K(1-f)$. In Lean `hE`, `hc`, `hs` differentiate the exponential, cosine and sine; `h1` is $(a/m)m=a$, `h2` is $K/m=a^2/m+m$, and `h3` is $(K/m)m=K$. `linear_combination` checks that the goal follows from the stated multiples of these identities.

```lean
/-- For `W > G/4 > 0` the pair `popSol`, `cohSol` solves the Bloch equations and vanishes at `t = 0`. -/
theorem bloch_witness {G W : ℝ} (hG : 0 < G) (hW : G / 4 < W) :
    IsBlochSolution G W (popSol G W) (cohSol G W) ∧ popSol G W 0 = 0 ∧ cohSol G W 0 = 0 := by
  have hD : 0 < G ^ 2 + 2 * W ^ 2 := by positivity
  have hK : W / (G ^ 2 + 2 * W ^ 2) * (G ^ 2 / 2 + W ^ 2) = W / 2 := by
    rw [div_mul_eq_mul_div, div_eq_iff hD.ne']
    ring
  refine ⟨⟨fun t _ => ?_, fun t _ => ?_⟩, ?_, ?_⟩
  · refine (((g2Form_deriv hG hW t).1.const_mul
      (W ^ 2 / (G ^ 2 + 2 * W ^ 2))).congr_deriv ?_).hasDerivWithinAt
    unfold popSol cohSol
    ring
  · obtain ⟨hg, hr⟩ := g2Form_deriv hG hW t
    refine (((hr.fun_add (hg.const_mul G)).const_mul
      (W / (G ^ 2 + 2 * W ^ 2))).congr_deriv ?_).hasDerivWithinAt
    unfold popSol cohSol
    linear_combination hK
  · simp [popSol, g2Form]
  · simp [cohSol, g2Form, g2Rate]
```

First, $P'=W^2r/D=-GP+WY$. Second, with $WK/D=W/2$ (`hK`),
$$Y'=\frac{W}{D}\Big[-\frac G2r+K(1-f)\Big]=-\frac{GWr}{2D}+\frac W2-\frac{Wf}{2},$$
while $-GY/2+W(1-2P)/2$ equals $-\frac{GWr}{2D}+\frac W2-\frac{Wf(G^2+2W^2)}{2D}$, the same expression. Both functions vanish at $t=0$ because $f(0)=r(0)=0$, so a solution from the ground state exists.

```lean
variable {G W : ℝ} {p y : ℝ → ℝ}

/-- For `W > G/4 > 0`, every solution with `p 0 = y 0 = 0` has intensity correlation
`1 - exp(-3Gt/4) (cos mt + (3G/4m) sin mt)` at all delays `t ≥ 0`. -/
theorem corr_eq (hG : 0 < G) (hW : G / 4 < W) (h : IsBlochSolution G W p y)
    (hp : p 0 = 0) (hy : y 0 = 0) {t : ℝ} (ht : 0 ≤ t) : corr G W p t = g2Form G W t := by
  obtain ⟨hs, hp0, hy0⟩ := bloch_witness hG hW
  -- same initial data, so the distance to the explicit solution stays zero
  have hc := bloch_contraction hG.le h hs ht
  rw [hp, hy, hp0, hy0] at hc
  have h0 : (p t - popSol G W t) ^ 2 = 0 :=
    le_antisymm (by nlinarith [sq_nonneg (y t - cohSol G W t)]) (sq_nonneg _)
  have h1 : p t = popSol G W t := sub_eq_zero.1 (pow_eq_zero_iff two_ne_zero |>.1 h0)
  have hW0 : W ≠ 0 := by linarith [hW, hG] |> fun (h : 0 < W) => h.ne'
  have hD : G ^ 2 + 2 * W ^ 2 ≠ 0 := by positivity
  unfold corr
  rw [h1, popSol]
  field_simp
```

This is the main theorem: for $G>0$, $W>G/4$, any solution with $p(0)=y(0)=0$ has
$$g^{(2)}(t)=1-e^{-3Gt/4}\Big(\cos mt+\frac{3G}{4m}\sin mt\Big),\qquad t\ge0 .$$
The solution and $(P,Y)$ start together, so `hc` reads $(p-P)^2+(y-Y)^2\le0$. Hence $p=P$ (`h1`), and `field_simp` cancels $W^2/D$. The remaining theorems keep these five hypotheses.

```lean
/-- Antibunching, for `W > G/4 > 0` and a Bloch solution with `p 0 = y 0 = 0`: the correlation and its right slope vanish at zero delay, and the correlation is
positive at every positive delay. -/
theorem antibunching (hG : 0 < G) (hW : G / 4 < W) (h : IsBlochSolution G W p y)
    (hp : p 0 = 0) (hy : y 0 = 0) :
    corr G W p 0 = 0 ∧ HasDerivWithinAt (corr G W p) 0 (Ici 0) 0 ∧
      ∀ t, 0 < t → 0 < corr G W p t := by
  have hm := (freq_spec hG hW).1
  refine ⟨by simp [corr, hp], ?_, fun t ht => ?_⟩
  · have hg : HasDerivAt (g2Form G W) 0 0 :=
      (g2Form_deriv hG hW 0).1.congr_deriv (by simp [g2Rate])
    exact hg.hasDerivWithinAt.congr (fun x hx => corr_eq hG hW h hp hy hx)
      (corr_eq hG hW h hp hy le_rfl)
  · rw [corr_eq hG hW h hp hy ht.le]
    -- cos mt + (a/m) sin mt ≤ 1 + a t < exp (a t) with a = 3G/4
    have hb : 0 ≤ 3 * G / (4 * freq G W) := by positivity
    have h1 : 3 * G / (4 * freq G W) * (freq G W * t) = 3 * G / 4 * t := by field_simp
    have h2 := mul_le_mul_of_nonneg_left (Real.sin_le (mul_pos hm ht).le) hb
    have h3 := Real.add_one_lt_exp (by positivity : 3 * G / 4 * t ≠ 0)
    have h4 : cos (freq G W * t) + 3 * G / (4 * freq G W) * sin (freq G W * t)
        < exp (3 * G / 4 * t) := by linarith [Real.cos_le_one (freq G W * t)]
    have h5 : exp (-(3 * G / 4) * t) * exp (3 * G / 4 * t) = 1 := by
      rw [← Real.exp_add, show -(3 * G / 4) * t + 3 * G / 4 * t = 0 by ring, Real.exp_zero]
    have h6 := mul_lt_mul_of_pos_left h4 (Real.exp_pos (-(3 * G / 4) * t))
    unfold g2Form
    linarith
```

Three claims are made: $g^{(2)}(0)=0$, the right derivative at $0$ vanishes, and $g^{(2)}(t)>0$ for $t>0$. The first is $p(0)=0$, and the second is $r(0)=0$ carried over by `corr_eq`. For the third, $\cos mt\le1$ and $\sin mt\le mt$ (`h2`) together with $1+at<e^{at}$ (`h3`) give
$$\cos mt+\tfrac am\sin mt\le1+at<e^{at},$$
and multiplying by $e^{-at}$ gives $1-f<1$.

```lean
/-- For `W > G/4 > 0` and a Bloch solution with `p 0 = y 0 = 0`, at delay `π/m` the correlation equals `1 + exp(-(3G/4) π/m)` and exceeds one. -/
theorem overshoot (hG : 0 < G) (hW : G / 4 < W) (h : IsBlochSolution G W p y)
    (hp : p 0 = 0) (hy : y 0 = 0) :
    corr G W p (π / freq G W) = 1 + exp (-(3 * G / 4) * (π / freq G W)) ∧
      1 < corr G W p (π / freq G W) := by
  have hm := (freq_spec hG hW).1
  have hpi : freq G W * (π / freq G W) = π := by field_simp
  have h1 : corr G W p (π / freq G W) = 1 + exp (-(3 * G / 4) * (π / freq G W)) := by
    rw [corr_eq hG hW h hp hy (div_pos Real.pi_pos hm).le, g2Form, hpi, Real.cos_pi, Real.sin_pi]
    ring
  exact ⟨h1, by rw [h1]; linarith [Real.exp_pos (-(3 * G / 4) * (π / freq G W))]⟩
```

At $t=\pi/m$ one has $\cos\pi=-1$ and $\sin\pi=0$, so $g^{(2)}(\pi/m)=1+e^{-3G\pi/4m}>1$.

```lean
/-- For `W > G/4 > 0`, a Bloch solution with `p 0 = y 0 = 0` and `t ≥ 0`, the correlation differs from one by at most `(1 + 3G/4m) exp(-3Gt/4)`. -/
theorem envelope (hG : 0 < G) (hW : G / 4 < W) (h : IsBlochSolution G W p y)
    (hp : p 0 = 0) (hy : y 0 = 0) {t : ℝ} (ht : 0 ≤ t) :
    |corr G W p t - 1| ≤ (1 + 3 * G / (4 * freq G W)) * exp (-(3 * G / 4) * t) := by
  have hm := (freq_spec hG hW).1
  have hb : 0 ≤ 3 * G / (4 * freq G W) := by positivity
  have hs1 := mul_le_mul_of_nonneg_left (Real.sin_le_one (freq G W * t)) hb
  have hs2 := mul_le_mul_of_nonneg_left (Real.neg_one_le_sin (freq G W * t)) hb
  have habs : |cos (freq G W * t) + 3 * G / (4 * freq G W) * sin (freq G W * t)|
      ≤ 1 + 3 * G / (4 * freq G W) :=
    abs_le.2 ⟨by linarith [Real.neg_one_le_cos (freq G W * t)],
      by linarith [Real.cos_le_one (freq G W * t)]⟩
  rw [corr_eq hG hW h hp hy ht, g2Form, sub_sub_cancel_left, abs_neg, abs_mul,
    abs_of_pos (Real.exp_pos _), mul_comm]
  exact mul_le_mul_of_nonneg_right habs (Real.exp_pos _).le
```

Here $|g^{(2)}(t)-1|=e^{-at}\,|\cos mt+\tfrac am\sin mt|\le(1+\tfrac am)e^{-at}$ for $t\ge0$; `habs` bounds the bracket using $|\cos|,|\sin|\le1$.

```lean
/-- For `W > G/4 > 0` and a Bloch solution with `p 0 = y 0 = 0`, the correlation tends to one at long delay. -/
theorem corr_tendsto_one (hG : 0 < G) (hW : G / 4 < W) (h : IsBlochSolution G W p y)
    (hp : p 0 = 0) (hy : y 0 = 0) : Tendsto (corr G W p) atTop (𝓝 1) := by
  have hE : Tendsto (fun t : ℝ => exp (-(3 * G / 4) * t)) atTop (𝓝 0) :=
    Real.tendsto_exp_atBot.comp
      (tendsto_id.const_mul_atTop_of_neg (by linarith : -(3 * G / 4) < 0))
  have hB := hE.const_mul (1 + 3 * G / (4 * freq G W))
  rw [mul_zero] at hB
  rw [tendsto_iff_norm_sub_tendsto_zero]
  refine squeeze_zero' (Eventually.of_forall fun _ => norm_nonneg _) ?_ hB
  filter_upwards [eventually_ge_atTop 0] with t ht
  exact envelope hG hW h hp hy ht

end

end ResonanceFluorescence
```

`Tendsto ... atTop (𝓝 1)` reads $g^{(2)}(t)\to1$ as $t\to\infty$. `hE` says $e^{-at}\to0$, and `squeeze_zero'` traps $|g^{(2)}-1|$ between $0$ and the envelope.

```lean
#print axioms ResonanceFluorescence.antibunching
-- 'ResonanceFluorescence.antibunching' depends on axioms: [propext, Classical.choice, Quot.sound]
#print axioms ResonanceFluorescence.overshoot
-- 'ResonanceFluorescence.overshoot' depends on axioms: [propext, Classical.choice, Quot.sound]
#print axioms ResonanceFluorescence.corr_tendsto_one
-- 'ResonanceFluorescence.corr_tendsto_one' depends on axioms: [propext, Classical.choice, Quot.sound]
```

## Another model and a neighbouring result

What follows is argued on paper and has not been through Lean. One could model the emitter by a $2\times2$ complex density matrix obeying a Lindblad equation. The Bloch equations would then be a lemma, and a third variable $x=\operatorname{Re}\rho_{ge}$ would appear; on resonance $x'=-Gx/2$, so it stays zero from the ground state and the formula is unchanged. The quantum-regression step would still be an assumption.

The contraction argument also yields relaxation. Since $-2Gu^2-Gv^2\le-G(u^2+v^2)$, the function $e^{Gt}(u^2+v^2)$ does not increase. Taking the constant solution $(W^2/D,\;GW/D)$ as partner, for $G>0$ and any $W$ the squared distance of a solution from the steady state falls at least as fast as $e^{-Gt}$, whatever the initial data.
